# Closed-form bounds on the static VV10 polarizability of a one-electron ion

Two distant atoms attract each other because their electron clouds polarize one another. The density functional VV10 estimates this dispersion attraction from the density n alone, by giving each point of space a polarizability, whose static value per unit volume is n/(ω_g² + 4πn/3) in atomic units. Here 4πn is the squared local plasma frequency, and ω_g is a local gap built from the density gradient, whose length is |n′| for a spherical density with radial derivative n′:

ω_g² = C (|n′|/n)⁴

The parameter C > 0 sets the strength of this gap and is fitted to dispersion coefficients. In a one-electron ion the density is known exactly, so one can ask how large the total static polarizability α of this model is, and how it depends on C.

## The ion and its polarizability

```lean
import Mathlib

open MeasureTheory Set
open scoped Real

namespace VV10HydrogenPolarizability

noncomputable section
```

For nuclear charge Z, the ground-state density at distance r from a fixed nucleus is

n(r) = Z³ exp(−2Zr)/π

In Lean, `density Z r` takes any real Z; the results on α assume Z > 0, and hydrogen is Z = 1.

```lean
/-- Ground-state electron density of a one-electron ion of nuclear charge `Z`, in atomic units,
as a function of the distance from the nucleus. -/
def density (Z r : ℝ) : ℝ := Z ^ 3 * Real.exp (-2 * Z * r) / π
```

The squared gap `gapSq C n r` contains the actual derivative `deriv n r`, so its value for the ion has to be computed.

```lean
/-- Squared local gap of VV10, `C (|n'| / n) ^ 4`, for a radial density `n`. -/
def gapSq (C : ℝ) (n : ℝ → ℝ) (r : ℝ) : ℝ := C * (|deriv n r| / n r) ^ 4
```

The polarizability is a radial integral over `Ioi 0`, that is r > 0, with the angular factor 4πr² already included:

α = ∫ 4πr² n/(ω_g² + 4πn/3) dr

Defining α over three-dimensional space with the full gradient would give the same value, but the reduction to a radial integral would then need its own proof.

```lean
/-- Static VV10 polarizability of a radial density `n`: the integral over all space of
`n / (gap² + 4 π n / 3)`. -/
def polarizability (C : ℝ) (n : ℝ → ℝ) : ℝ :=
  ∫ r in Ioi (0 : ℝ), 4 * π * r ^ 2 * n r / (gapSq C n r + 4 * π * n r / 3)
```

One particular radius will be needed, and its meaning is found in part (e):

r₀ = ln(1/(12CZ))/(2Z)

```lean
/-- The number `ln (1 / (12 C Z)) / (2 Z)`. -/
def crossoverRadius (C Z : ℝ) : ℝ := Real.log (1 / (12 * C * Z)) / (2 * Z)
```

## (a) The second moment of an exponential

Show that, for a > 0, the function r² exp(−ar) is integrable over r > 0, with

∫ r² exp(−ar) dr = 2/a³

Solution. Integrate by parts twice. The boundary terms vanish, and the integral becomes (2/a) ∫ r exp(−ar) dr = (2/a²) ∫ exp(−ar) dr = 2/a³.

Lean takes the value from the Gamma function, with Γ(3) = 2. Integrability follows because Lean assigns the integral 0 to a non-integrable function, and 2/a³ is not 0.

```lean
/-- The second radial moment of a decaying exponential exists and equals `2 / a ^ 3`. -/
theorem radial_moment {a : ℝ} (ha : 0 < a) :
    Integrable (fun r : ℝ => r ^ 2 * Real.exp (-(a * r))) (volume.restrict (Ioi 0)) ∧
      ∫ r in Ioi (0 : ℝ), r ^ 2 * Real.exp (-(a * r)) = 2 / a ^ 3 := by
  have hval : ∫ r in Ioi (0 : ℝ), r ^ 2 * Real.exp (-(a * r)) = 2 / a ^ 3 := by
    have h := Real.integral_rpow_mul_exp_neg_mul_Ioi (a := 3) (r := a) (by norm_num) ha
    have hG : Real.Gamma 3 = 2 := by
      rw [show (3 : ℝ) = ((2 : ℕ) : ℝ) + 1 by norm_num, Real.Gamma_nat_eq_factorial]
      norm_num [Nat.factorial]
    have h3 : (1 / a) ^ (3 : ℝ) = (1 / a) ^ 3 := by
      exact_mod_cast Real.rpow_natCast (1 / a) 3
    have e : ∀ r : ℝ, r ^ ((3 : ℝ) - 1) = r ^ 2 := fun r => by
      rw [show (3 : ℝ) - 1 = ((2 : ℕ) : ℝ) by norm_num, Real.rpow_natCast]
    simp only [e, hG, h3] at h
    rw [h]
    ring
  refine ⟨?_, hval⟩
  -- a non-integrable function would have integral zero
  by_contra h
  have h1 : 2 / a ^ 3 = 0 := hval.symm.trans (integral_undef h)
  have h2 : 0 < 2 / a ^ 3 := by positivity
  linarith
```

## (b) Removing the exponential from the density

Show that

π n(r) exp(2Zr) = Z³

Solution. Insert n; the two exponentials multiply to 1 and π cancels. Later proofs use this identity to eliminate the exponential by `linear_combination`.

```lean
/-- The density times `π exp (2 Z r)` is the constant `Z ^ 3`. -/
theorem density_mul_exp (Z r : ℝ) : π * density Z r * Real.exp (2 * Z * r) = Z ^ 3 := by
  have h : Real.exp (-2 * Z * r) * Real.exp (2 * Z * r) = 1 := by
    rw [← Real.exp_add, show -2 * Z * r + 2 * Z * r = 0 by ring, Real.exp_zero]
  have hp : π * π⁻¹ = 1 := mul_inv_cancel₀ Real.pi_ne_zero
  unfold density
  rw [div_eq_mul_inv]
  linear_combination Z ^ 3 * h + Z ^ 3 * Real.exp (-2 * Z * r) * Real.exp (2 * Z * r) * hp
```

## (c) The gap of an exponential density

Compute the squared gap for Z > 0 and show that it does not depend on r:

ω_g² = 16CZ⁴

Solution. Since n′ = −2Zn and n > 0, the ratio |n′|/n is 2Z. Its fourth power times C is 16CZ⁴.

The Lean proof builds the derivative with `HasDerivAt`, evaluates the absolute value and cancels n.

A grid-based VV10 code can evaluate this same ratio from the density and its gradient at each grid point it keeps; points of very low density are often skipped. In a Gaussian basis the computed density eventually decays as a Gaussian, so the ratio grows with r in the far tail instead of staying constant.

```lean
/-- The squared VV10 gap of a one-electron ion has the same value `16 C Z ^ 4` at every radius. -/
theorem gapSq_density (C : ℝ) {Z : ℝ} (hZ : 0 < Z) (r : ℝ) :
    gapSq C (density Z) r = 16 * C * Z ^ 4 := by
  have hn : 0 < density Z r := by unfold density; positivity
  have h0 : HasDerivAt (fun x : ℝ => -2 * Z * x) (-2 * Z * 1) r :=
    (hasDerivAt_id' r).const_mul (-2 * Z)
  have h : HasDerivAt (density Z) (-(2 * Z) * density Z r) r :=
    ((h0.exp.const_mul (Z ^ 3)).div_const π).congr_deriv (by unfold density; ring)
  have habs : |-(2 * Z) * density Z r| = 2 * Z * density Z r := by
    rw [abs_mul, abs_neg, abs_of_pos (by positivity : 0 < 2 * Z), abs_of_pos hn]
  rw [gapSq, h.deriv, habs, mul_div_assoc, div_self hn.ne']
  ring
```

## (d) An explicit integral

For C, Z > 0, show that

α = ∫ 3r²/(1 + 12CZ exp(2Zr)) dr

Solution. Multiply numerator and denominator of the integrand by 3/(4πn). The numerator becomes 3r² and the denominator 1 + 12CZ⁴/(πn). By (b), Z³/(πn) = exp(2Zr).

Lean proves the integrands equal at each r > 0 by cross-multiplying, then applies (b).

```lean
/-- The VV10 polarizability of a one-electron ion as an explicit one-dimensional integral. -/
theorem polarizability_eq {C Z : ℝ} (hC : 0 < C) (hZ : 0 < Z) :
    polarizability C (density Z) =
      ∫ r in Ioi (0 : ℝ), 3 * r ^ 2 / (1 + 12 * C * Z * Real.exp (2 * Z * r)) := by
  unfold polarizability
  refine setIntegral_congr_fun measurableSet_Ioi (fun r _ => ?_)
  have hn : 0 < density Z r := by unfold density; positivity
  have h1 : 16 * C * Z ^ 4 + 4 * π * density Z r / 3 ≠ 0 := by positivity
  have h2 : 1 + 12 * C * Z * Real.exp (2 * Z * r) ≠ 0 := by positivity
  rw [gapSq_density C hZ, div_eq_div_iff h1 h2]
  linear_combination 48 * r ^ 2 * C * Z * density_mul_exp Z r
```

## (e) Where gap and plasma term are equal

For C, Z > 0, show that at r₀

12CZ exp(2Zr₀) = 1 and ω_g² = 4πn(r₀)/3

Solution. By definition 2Zr₀ = ln(1/(12CZ)), which gives the first equation. Hence exp(−2Zr₀) = 12CZ, and 4πn(r₀)/3 = (4/3)Z³ · 12CZ = 16CZ⁴, the squared gap from (c). For 12CZ > 1 the number r₀ is negative: the equations still hold for the formulas, but no actual distance from the nucleus has equal terms.

```lean
/-- At `r = crossoverRadius C Z`, whatever its sign, `12 C Z exp (2 Z r) = 1`, and the squared gap
equals one third of the squared local plasma frequency, `4 π n / 3`. -/
theorem gap_eq_plasma_at_crossover {C Z : ℝ} (hC : 0 < C) (hZ : 0 < Z) :
    12 * C * Z * Real.exp (2 * Z * crossoverRadius C Z) = 1 ∧
      gapSq C (density Z) (crossoverRadius C Z) =
        4 * π * density Z (crossoverRadius C Z) / 3 := by
  have aux : ∀ L : ℝ, 2 * Z * (L / (2 * Z)) = L := fun L => by field_simp
  have hE : 12 * C * Z * Real.exp (2 * Z * crossoverRadius C Z) = 1 := by
    have hK : 12 * C * Z ≠ 0 := by positivity
    rw [crossoverRadius, aux, Real.exp_log (by positivity), mul_one_div, div_self hK]
  refine ⟨hE, ?_⟩
  rw [gapSq_density C hZ]
  linear_combination (-(16 * C * Z)) * density_mul_exp Z (crossoverRadius C Z) +
    (4 / 3 * π * density Z (crossoverRadius C Z)) * hE
```

## (f) Exponential bounds on the integrand

Let K > 0, Z > 0, r > 0 and e = exp(−2Zr). Show that

3r²(e/K − e²/K²) ≤ 3r²/(1 + K exp(2Zr)) ≤ 3r²(e/K − e²/(K(1+K)))

Solution. Since exp(2Zr) = 1/e, the middle term is

3r² e/(e+K) = 3r²(e/K − e²/(K(e+K)))

From 0 < e ≤ 1 follows K ≤ e+K ≤ 1+K, and both bounds result.

In Lean, `key` is the exact rewriting, while `hlo` and `hup` compare the denominators.

```lean
/-- The radial integrand lies between two combinations of decaying exponentials. -/
theorem integrand_bounds {K Z r : ℝ} (hK : 0 < K) (hZ : 0 < Z) (hr : 0 < r) :
    3 / K * (r ^ 2 * Real.exp (-(2 * Z * r))) - 3 / K ^ 2 * (r ^ 2 * Real.exp (-(4 * Z * r)))
        ≤ 3 * r ^ 2 / (1 + K * Real.exp (2 * Z * r)) ∧
      3 * r ^ 2 / (1 + K * Real.exp (2 * Z * r)) ≤
        3 / K * (r ^ 2 * Real.exp (-(2 * Z * r))) -
          3 / (K * (1 + K)) * (r ^ 2 * Real.exp (-(4 * Z * r))) := by
  have h4 : Real.exp (-(4 * Z * r)) = Real.exp (-(2 * Z * r)) ^ 2 := by
    rw [pow_two, ← Real.exp_add]
    congr 1
    ring
  have heE : Real.exp (-(2 * Z * r)) * Real.exp (2 * Z * r) = 1 := by
    rw [← Real.exp_add, neg_add_cancel, Real.exp_zero]
  have he1 : Real.exp (-(2 * Z * r)) ≤ 1 := by
    have : 0 < 2 * Z * r := by positivity
    exact Real.exp_le_one_iff.2 (by linarith)
  have he : 0 < Real.exp (-(2 * Z * r)) := Real.exp_pos _
  have hE : 0 < Real.exp (2 * Z * r) := Real.exp_pos _
  rw [h4]
  generalize Real.exp (-(2 * Z * r)) = e at *
  generalize Real.exp (2 * Z * r) = E at *
  -- the integrand differs from its leading exponential by an explicit positive term
  have key : 3 * r ^ 2 / (1 + K * E) = 3 * r ^ 2 * (e / K - e ^ 2 / (K * (e + K))) := by
    have h1 : e / K - e ^ 2 / (K * (e + K)) = e / (e + K) := by
      field_simp
      ring
    have h2 : 1 + K * E ≠ 0 := by positivity
    have h3 : e + K ≠ 0 := by positivity
    rw [h1, ← mul_div_assoc, div_eq_div_iff h2 h3]
    linear_combination (-3 * r ^ 2 * K) * heE
  have hlo : e ^ 2 / (K * (e + K)) ≤ e ^ 2 / K ^ 2 :=
    div_le_div_of_nonneg_left (by positivity) (by positivity) (by nlinarith)
  have hup : e ^ 2 / (K * (1 + K)) ≤ e ^ 2 / (K * (e + K)) :=
    div_le_div_of_nonneg_left (by positivity) (by positivity) (by nlinarith)
  have hr2 : 0 ≤ 3 * r ^ 2 := by positivity
  rw [key]
  constructor
  · calc _ = 3 * r ^ 2 * (e / K - e ^ 2 / K ^ 2) := by ring
      _ ≤ _ := mul_le_mul_of_nonneg_left (by linarith) hr2
  · calc _ ≤ 3 * r ^ 2 * (e / K - e ^ 2 / (K * (1 + K))) :=
          mul_le_mul_of_nonneg_left (by linarith) hr2
      _ = _ := by ring
```

## (g) Integrability

For K, Z > 0, show that 3r²/(1 + K exp(2Zr)) has a finite integral over r > 0:

∫ 3r²/(1 + K exp(2Zr)) dr < ∞

Solution. The integrand is continuous, nonnegative and below the upper bound of (f), which is integrable by (a). This is the domination argument `Integrable.mono'`.

```lean
/-- The radial integrand is integrable over all distances from the nucleus. -/
theorem integrand_integrable {K Z : ℝ} (hK : 0 < K) (hZ : 0 < Z) :
    IntegrableOn (fun r : ℝ => 3 * r ^ 2 / (1 + K * Real.exp (2 * Z * r))) (Ioi 0) := by
  have hc : Continuous (fun r : ℝ => 3 * r ^ 2 / (1 + K * Real.exp (2 * Z * r))) :=
    Continuous.div (by fun_prop) (by fun_prop) (fun r => by positivity)
  have h2 := (radial_moment (by positivity : 0 < 2 * Z)).1.const_mul (3 / K)
  have h4 := (radial_moment (by positivity : 0 < 4 * Z)).1.const_mul (3 / (K * (1 + K)))
  refine Integrable.mono' (h2.sub h4) hc.aestronglyMeasurable
    (ae_restrict_of_forall_mem measurableSet_Ioi fun r hr => ?_)
  have hnn : 0 ≤ 3 * r ^ 2 / (1 + K * Real.exp (2 * Z * r)) := by positivity
  rw [Real.norm_of_nonneg hnn]
  exact (integrand_bounds hK hZ hr).2
```

## (h) Bounds for every positive C

For C, Z > 0, show that

1/(16CZ⁴) − 1/(1536C²Z⁵) ≤ α ≤ 1/(16CZ⁴) − 1/(128CZ⁴(1+12CZ))

Solution. Integrate (f) with K = 12CZ. By (a), the moments for a = 2Z and a = 4Z are 1/(4Z³) and 1/(32Z³). The leading term is 3/(12CZ) · 1/(4Z³) = 1/(16CZ⁴); the corrections are 3/(32Z³K²) and 3/(32Z³K(1+K)), which are those stated.

In Lean, `hint` integrates the bounding functions and `setIntegral_mono_on` carries the inequalities over to the integrals.

The leading term is what the gap alone would give for one electron; the plasma term lowers it. The lower bound is positive only when 96CZ > 1.

```lean
/-- For every `C > 0` the polarizability is `1 / (16 C Z ^ 4)` minus a correction that is bounded
from both sides. -/
theorem polarizability_two_sided {C Z : ℝ} (hC : 0 < C) (hZ : 0 < Z) :
    1 / (16 * C * Z ^ 4) - 1 / (1536 * C ^ 2 * Z ^ 5) ≤ polarizability C (density Z) ∧
      polarizability C (density Z) ≤
        1 / (16 * C * Z ^ 4) - 1 / (128 * C * Z ^ 4 * (1 + 12 * C * Z)) := by
  have hK : 0 < 12 * C * Z := by positivity
  have m2 := radial_moment (by positivity : 0 < 2 * Z)
  have m4 := radial_moment (by positivity : 0 < 4 * Z)
  have hint : ∀ A B : ℝ, ∫ r in Ioi (0 : ℝ), (A * (r ^ 2 * Real.exp (-(2 * Z * r))) -
      B * (r ^ 2 * Real.exp (-(4 * Z * r)))) = A * (2 / (2 * Z) ^ 3) - B * (2 / (4 * Z) ^ 3) := by
    intro A B
    rw [integral_sub (m2.1.const_mul A) (m4.1.const_mul B), integral_const_mul,
      integral_const_mul, m2.2, m4.2]
  have hG := integrand_integrable hK hZ
  rw [polarizability_eq hC hZ]
  constructor
  · have h := setIntegral_mono_on ((m2.1.const_mul (3 / (12 * C * Z))).sub
      (m4.1.const_mul (3 / (12 * C * Z) ^ 2))) hG measurableSet_Ioi
      (fun r hr => (integrand_bounds hK hZ hr).1)
    refine le_trans (le_of_eq ?_) h
    refine Eq.trans ?_ (hint _ _).symm
    field_simp
    ring
  · have h := setIntegral_mono_on hG ((m2.1.const_mul (3 / (12 * C * Z))).sub
      (m4.1.const_mul (3 / (12 * C * Z * (1 + 12 * C * Z))))) measurableSet_Ioi
      (fun r hr => (integrand_bounds hK hZ hr).2)
    refine le_trans h (le_of_eq ?_)
    refine (hint _ _).trans ?_
    field_simp
    ring
```

## (i) A lower bound from the inner region

Now let 12CZ < 1 as well. Physically, the plasma term then exceeds the squared gap at the nucleus. Besides the integral of (d), show that

r₀ > 0 and r₀³/2 ≤ α < 1/(16CZ⁴)

Solution. The logarithm in r₀ is positive. For 0 < r ≤ r₀, part (e) gives 12CZ exp(2Zr) ≤ 1, so the denominator in (d) is at most 2 and the integrand at least 3r²/2. Integrating this up to r₀ gives r₀³/2, and the region beyond r₀ only adds to α. The upper bound follows from (h), whose correction is positive.

The Lean `calc` block proves the lower bound in these steps. The condition 12CZ < 1 is needed only to make r₀ positive.

```lean
/-- For `12 C Z < 1` the VV10 polarizability of a one-electron ion equals an explicit radial
integral, is at least half the cube of the positive crossover radius, and is below
`1 / (16 C Z ^ 4)`. -/
theorem ion_polarizability {C Z : ℝ} (hC : 0 < C) (hZ : 0 < Z) (hCZ : 12 * C * Z < 1) :
    polarizability C (density Z) =
        ∫ r in Ioi (0 : ℝ), 3 * r ^ 2 / (1 + 12 * C * Z * Real.exp (2 * Z * r)) ∧
      0 < crossoverRadius C Z ∧
      crossoverRadius C Z ^ 3 / 2 ≤ polarizability C (density Z) ∧
      polarizability C (density Z) < 1 / (16 * C * Z ^ 4) := by
  have hK : 0 < 12 * C * Z := by positivity
  have hR : 0 < crossoverRadius C Z :=
    div_pos (Real.log_pos ((lt_div_iff₀ hK).2 (by linarith))) (by positivity)
  refine ⟨polarizability_eq hC hZ, hR, ?_, ?_⟩
  · have hE := (gap_eq_plasma_at_crossover hC hZ).1
    have hG := integrand_integrable hK hZ
    rw [polarizability_eq hC hZ]
    generalize crossoverRadius C Z = R at *
    have hpoly : ∫ r in (0 : ℝ)..R, 3 / 2 * r ^ 2 = R ^ 3 / 2 := by
      rw [intervalIntegral.integral_const_mul, integral_pow]
      push_cast
      ring
    have hnn : ∀ r : ℝ, 0 ≤ 3 * r ^ 2 / (1 + 12 * C * Z * Real.exp (2 * Z * r)) :=
      fun r => by positivity
    have hcont : Continuous (fun r : ℝ => 3 / 2 * r ^ 2) := by fun_prop
    -- inside the crossover radius the denominator is at most two
    calc R ^ 3 / 2 = ∫ r in Ioc (0 : ℝ) R, 3 / 2 * r ^ 2 := by
          rw [← intervalIntegral.integral_of_le hR.le, hpoly]
      _ ≤ ∫ r in Ioc (0 : ℝ) R, 3 * r ^ 2 / (1 + 12 * C * Z * Real.exp (2 * Z * r)) := by
          refine setIntegral_mono_on hcont.integrableOn_Ioc
            (hG.mono_set Ioc_subset_Ioi_self) measurableSet_Ioc (fun r hr => ?_)
          have h1 : Real.exp (2 * Z * r) ≤ Real.exp (2 * Z * R) :=
            Real.exp_le_exp.2 (mul_le_mul_of_nonneg_left hr.2 (by positivity))
          have h2 := mul_le_mul_of_nonneg_left h1 hK.le
          have h3 : 0 ≤ 1 - 12 * C * Z * Real.exp (2 * Z * r) := by linarith
          rw [le_div_iff₀ (by positivity)]
          linarith [mul_nonneg (sq_nonneg r) h3]
      _ ≤ _ := setIntegral_mono_set hG (Filter.Eventually.of_forall hnn)
          Ioc_subset_Ioi_self.eventuallyLE
  · have h := (polarizability_two_sided hC hZ).2
    have hpos : 0 < 1 / (128 * C * Z ^ 4 * (1 + 12 * C * Z)) := by positivity
    linarith
```

## (j) Hydrogen

For 0 < 12C < 1, state the result for the hydrogen atom:

α = ∫ 3r²/(1 + 12C exp(2r)) dr

r₀ = ln(1/(12C))/2 > 0

r₀³/2 ≤ α < 1/(16C)

Solution. Set Z = 1 in (i).

If a program integrates this α numerically for the exact hydrogen density, a result clearly outside the bounds signals an error. A result inside them is weak evidence, since the upper bound is more than 8 times the lower one for every allowed C. The bounds concern the model's α, not the measured polarizability of hydrogen, and they fix neither C nor a dispersion coefficient.

```lean
/-- The hydrogen atom: for `0 < 12 C < 1` the VV10 polarizability is an explicit integral, at
least `r₀ ^ 3 / 2` with `r₀ = ln (1 / (12 C)) / 2 > 0`, and below `1 / (16 C)`. -/
theorem hydrogen_polarizability {C : ℝ} (hC : 0 < C) (hC1 : 12 * C < 1) :
    polarizability C (density 1) =
        ∫ r in Ioi (0 : ℝ), 3 * r ^ 2 / (1 + 12 * C * Real.exp (2 * r)) ∧
      0 < Real.log (1 / (12 * C)) / 2 ∧
      (Real.log (1 / (12 * C)) / 2) ^ 3 / 2 ≤ polarizability C (density 1) ∧
      polarizability C (density 1) < 1 / (16 * C) := by
  have h := ion_polarizability hC one_pos (by linarith : 12 * C * 1 < 1)
  simpa only [crossoverRadius, mul_one, one_pow] using h

end

end VV10HydrogenPolarizability
```

```lean
#print axioms VV10HydrogenPolarizability.ion_polarizability
-- 'VV10HydrogenPolarizability.ion_polarizability' depends on axioms: [propext, Classical.choice, Quot.sound]
#print axioms VV10HydrogenPolarizability.hydrogen_polarizability
-- 'VV10HydrogenPolarizability.hydrogen_polarizability' depends on axioms: [propext, Classical.choice, Quot.sound]
```
